# For a hexagon of radius b plus ±(0,0,c), completeness fixes the shell weights at 1/(3b²) and 1/(2c²)

In a hexagonal crystal, take a uniform k mesh with equal in-plane subdivisions. Each mesh point then has six in-plane neighbours at the corners of a regular hexagon of radius b, and two more at ±(0,0,c) along the axis. When I minimise the spread of Wannier functions on such a mesh, gradients in k become weighted differences between neighbours, and the weights have to satisfy Σ w v vᵀ = 1 over the neighbour vectors v. With one weight per shell I get 1/(3b²) for the hexagon and 1/(2c²) for the axial pair.

Are these the only possible shell weights, whatever the orientation of the hexagon? And does the relation really guarantee a correct gradient? I would like to see a full proof of both, checked by machine.

## Second moments of a polygon and an axial pair

Yes to the first, with the uniqueness understood as you put it: one common weight for each shell. On the second, completeness makes the finite-difference gradient exact for affine functions, and for a function differentiable at the point it makes the gradient converge to the true one as the mesh is refined. At a fixed spacing the gradient is in general only approximate. The argument for the weights works for any regular n-gon with n ≥ 3, so I keep n general and set n = 6 at the end.

Let the in-plane vectors be

v_m = (b cos θ_m, b sin θ_m, 0), θ_m = φ + 2πm/n, m = 0, …, n−1,

where φ is an arbitrary starting angle. Give them weight w₁, and give ±(0,0,c) weight w₂, with b and c nonzero.

First sum the doubled phases. With ζ = exp(2πi/n),

Σ_m exp(2iθ_m) = exp(2iφ) Σ_m (ζ²)^m = exp(2iφ) (ζ^(2n) − 1)/(ζ² − 1) = 0.

The numerator vanishes because ζ^n = 1. The denominator does not, because ζ² = 1 would require n to divide 2. The real and imaginary parts give Σ_m cos 2θ_m = 0 and Σ_m sin 2θ_m = 0. Hence

Σ_m b² cos² θ_m = (b²/2) Σ_m (1 + cos 2θ_m) = n b²/2

Σ_m b² sin² θ_m = n b² − n b²/2 = n b²/2

Σ_m b² cos θ_m sin θ_m = (b²/2) Σ_m sin 2θ_m = 0.

The axial pair contributes 2c² to the zz moment and nothing else. The xz and yz moments vanish because every vector lies either in the plane or on the axis. Altogether

Σ w v vᵀ = diag(n b² w₁/2, n b² w₁/2, 2c² w₂).

This is the identity exactly when w₁ = 2/(n b²) and w₂ = 1/(2c²). For n = 6, w₁ = 1/(3b²).

With n = 2 and φ = 0 the planar vectors are ±(b,0,0). No vector of the star then has a y component, the yy moment is zero, and no weights can make it 1.

## From completeness to the gradient

Now take any finite star of vectors v_a with real weights w_a, and write M_ij = Σ_a w_a v_ai v_aj. The finite-difference gradient of f at k has components

G_i = Σ_a w_a v_ai [f(k + v_a) − f(k)].

For an affine function f(q) = g·q + e the bracket is g·v_a, so G = M g. This equals g for every slope g if and only if M = 1.

For a general f, refine the mesh: replace v_a by εv_a and w_a by w_a/ε², as the weight formulas themselves prescribe. Then

G_i(ε) = Σ_a w_a v_ai [f(k + εv_a) − f(k)]/ε.

If f is differentiable at k, each quotient tends to the directional derivative Σ_j v_aj ∂_j f(k). The limit of G_i(ε) is therefore Σ_j M_ij ∂_j f(k), which is ∂_i f(k) when M = 1.

## What the Lean theorems say

A vector is a function `Fin 3 → ℝ`, with components 0, 1, 2 for x, y, z. A star is a finite family of such vectors, `moment w v` is the matrix M, and `fdGradient w v f k` is G. The polygon is `planarShell`, the axial pair is `axialShell`, and `prismStar` joins them over the index type `Fin n ⊕ Fin 2`. The function `shellWeights` assigns `w₁` to every planar vector and `w₂` to both axial ones. The file uses the letter `k` both for the vertex number, my m, and for the point in reciprocal space.

- `prism_complete_iff` states that, for n ≥ 3, b ≠ 0 and c ≠ 0, the moment matrix equals `1`, the identity, if and only if both weights have the values above. One equivalence thus covers existence and uniqueness, for every φ. `hexagonal_weights` is your case.
- `two_planar_vectors_incomplete` covers the failure for n = 2 and φ = 0.
- `fdGradient_exact_iff` equates completeness with exactness on all affine functions at all points, for any finite star.
- `fdGradient_tendsto` is the refinement limit. `HasFDerivAt f L k` says that f is differentiable at k with derivative L, `L (Pi.single i 1)` is the i-th partial derivative, and `𝓝[≠] 0` means that ε approaches zero without being zero.

Uniqueness does depend on the equal weights within a shell. Putting 2/(3b²) on alternate corners of the hexagon and zero on the others also gives completeness, since those corners form a triangle.

The theorems treat the vectors as pure geometry, so they need not come from a lattice mesh, and a pentagon is allowed. The function f is real and scalar. The overlap matrices between Bloch states, their gauge freedom and the spread functional do not appear, and the limit comes without an error estimate. For Wannier localisation, the result therefore supports the neighbour weights and the differencing rule for real scalar functions on such a star, not the minimisation itself.

```lean
import Mathlib

open Matrix Filter Topology
open scoped Real

namespace WannierShellWeights

noncomputable section

variable {ι : Type*} [Fintype ι]

/-- The weighted second-moment matrix `∑ w v vᵀ` of a finite star of vectors `v` in
three-dimensional reciprocal space. -/
def moment (w : ι → ℝ) (v : ι → Fin 3 → ℝ) : Matrix (Fin 3) (Fin 3) ℝ :=
  Matrix.of fun i j => ∑ a, w a * (v a i * v a j)

/-- The finite-difference gradient `∑ w v (f(k + v) - f(k))` of a function on reciprocal space. -/
def fdGradient (w : ι → ℝ) (v : ι → Fin 3 → ℝ) (f : (Fin 3 → ℝ) → ℝ) (k : Fin 3 → ℝ) :
    Fin 3 → ℝ :=
  fun i => ∑ a, w a * v a i * (f (k + v a) - f k)

/-- The azimuth of vertex `k` of a regular `n`-gon whose first vertex lies at angle `φ`;
here `n` is positive, since `k` labels a vertex. -/
def azimuth (n : ℕ) (φ : ℝ) (k : Fin n) : ℝ := φ + 2 * π * ((k : ℕ) : ℝ) / n

/-- The planar shell: the vertices of a regular `n`-gon of radius `b` in the `xy` plane. -/
def planarShell (n : ℕ) (b φ : ℝ) (k : Fin n) : Fin 3 → ℝ :=
  ![b * Real.cos (azimuth n φ k), b * Real.sin (azimuth n φ k), 0]

/-- The axial shell: the two vectors `(0,0,c)` and `(0,0,-c)`. -/
def axialShell (c : ℝ) : Fin 2 → Fin 3 → ℝ := ![![0, 0, c], ![0, 0, -c]]

/-- The star made of the planar `n`-gon shell and the axial shell. -/
def prismStar (n : ℕ) (b c φ : ℝ) : Fin n ⊕ Fin 2 → Fin 3 → ℝ :=
  Sum.elim (planarShell n b φ) (axialShell c)

/-- One weight `w₁` for all planar vectors and one weight `w₂` for both axial vectors. -/
def shellWeights (n : ℕ) (w₁ w₂ : ℝ) : Fin n ⊕ Fin 2 → ℝ :=
  Sum.elim (fun _ => w₁) (fun _ => w₂)

/-- For a regular polygon with at least three vertices, the cosines and the sines of the doubled
azimuths both sum to zero. -/
theorem double_angle_sums {n : ℕ} (hn : 3 ≤ n) (φ : ℝ) :
    ∑ k, Real.cos (2 * azimuth n φ k) = 0 ∧ ∑ k, Real.sin (2 * azimuth n φ k) = 0 := by
  have hζ := Complex.isPrimitiveRoot_exp n (by omega)
  set ζ := Complex.exp (2 * π * Complex.I / n) with hdef
  have hne : ζ ^ 2 ≠ 1 := fun h => by
    have := Nat.le_of_dvd (by norm_num) (hζ.dvd_of_pow_eq_one 2 h)
    omega
  have hone : (ζ ^ 2) ^ n = 1 := by rw [← pow_mul, mul_comm, pow_mul, hζ.pow_eq_one, one_pow]
  -- the doubled phases form a geometric progression of roots of unity
  have key : ∑ k, Complex.exp (((2 * azimuth n φ k : ℝ) : ℂ) * Complex.I) = 0 := by
    have hterm : ∀ k : Fin n, Complex.exp (((2 * azimuth n φ k : ℝ) : ℂ) * Complex.I)
        = Complex.exp (2 * φ * Complex.I) * (ζ ^ 2) ^ (k : ℕ) := fun k => by
      rw [hdef, ← pow_mul, ← Complex.exp_nat_mul, ← Complex.exp_add]
      congr 1
      simp only [azimuth]
      push_cast
      ring
    rw [Finset.sum_congr rfl fun k _ => hterm k, ← Finset.mul_sum,
      Fin.sum_univ_eq_sum_range (fun m => (ζ ^ 2) ^ m) n, geom_sum_eq hne, hone, sub_self,
      zero_div, mul_zero]
  have hre := congrArg Complex.re key
  have him := congrArg Complex.im key
  simp only [Complex.re_sum, Complex.exp_ofReal_mul_I_re, Complex.zero_re] at hre
  simp only [Complex.im_sum, Complex.exp_ofReal_mul_I_im, Complex.zero_im] at him
  exact ⟨hre, him⟩

/-- For `n ≥ 3` the moment matrix of the two-shell star is diagonal, with in-plane entries
`n b² w₁ / 2` and axial entry `2 c² w₂`. -/
theorem prism_moment {n : ℕ} (hn : 3 ≤ n) (b c φ w₁ w₂ : ℝ) :
    moment (shellWeights n w₁ w₂) (prismStar n b c φ) =
      Matrix.diagonal ![n * b ^ 2 / 2 * w₁, n * b ^ 2 / 2 * w₁, 2 * c ^ 2 * w₂] := by
  obtain ⟨hc, hs⟩ := double_angle_sums hn φ
  -- in-plane second moments from the double-angle formulas
  have hxx : ∑ k, planarShell n b φ k 0 * planarShell n b φ k 0 = n * b ^ 2 / 2 := by
    have h : ∀ k, planarShell n b φ k 0 * planarShell n b φ k 0
        = b ^ 2 / 2 + b ^ 2 / 2 * Real.cos (2 * azimuth n φ k) := fun k => by
      change b * Real.cos (azimuth n φ k) * (b * Real.cos (azimuth n φ k)) = _
      linear_combination b ^ 2 * Real.cos_sq (azimuth n φ k)
    rw [Finset.sum_congr rfl fun k _ => h k, Finset.sum_add_distrib, ← Finset.mul_sum, hc,
      Finset.sum_const, Finset.card_univ, Fintype.card_fin, nsmul_eq_mul]
    ring
  have hyy : ∑ k, planarShell n b φ k 1 * planarShell n b φ k 1 = n * b ^ 2 / 2 := by
    have h : ∀ k, planarShell n b φ k 1 * planarShell n b φ k 1
        = b ^ 2 - planarShell n b φ k 0 * planarShell n b φ k 0 := fun k => by
      change b * Real.sin (azimuth n φ k) * (b * Real.sin (azimuth n φ k))
        = b ^ 2 - b * Real.cos (azimuth n φ k) * (b * Real.cos (azimuth n φ k))
      linear_combination b ^ 2 * Real.sin_sq_add_cos_sq (azimuth n φ k)
    rw [Finset.sum_congr rfl fun k _ => h k, Finset.sum_sub_distrib, hxx,
      Finset.sum_const, Finset.card_univ, Fintype.card_fin, nsmul_eq_mul]
    ring
  have hxy : ∑ k, planarShell n b φ k 0 * planarShell n b φ k 1 = 0 := by
    have h : ∀ k, planarShell n b φ k 0 * planarShell n b φ k 1
        = b ^ 2 / 2 * Real.sin (2 * azimuth n φ k) := fun k => by
      change b * Real.cos (azimuth n φ k) * (b * Real.sin (azimuth n φ k)) = _
      rw [Real.sin_two_mul]
      ring
    rw [Finset.sum_congr rfl fun k _ => h k, ← Finset.mul_sum, hs, mul_zero]
  have hyx : ∑ k, planarShell n b φ k 1 * planarShell n b φ k 0 = 0 := by
    rw [← hxy]
    exact Finset.sum_congr rfl fun k _ => mul_comm _ _
  have hz : ∀ k, planarShell n b φ k 2 = 0 := fun _ => rfl
  have split : ∀ i j, moment (shellWeights n w₁ w₂) (prismStar n b c φ) i j
      = w₁ * ∑ k, planarShell n b φ k i * planarShell n b φ k j
        + w₂ * (axialShell c 0 i * axialShell c 0 j + axialShell c 1 i * axialShell c 1 j) := by
    intro i j
    simp only [moment, Matrix.of_apply, Fintype.sum_sum_type, shellWeights, prismStar,
      Sum.elim_inl, Sum.elim_inr, Fin.sum_univ_two, Finset.mul_sum]
    ring
  ext i j
  rw [split]
  fin_cases i <;> fin_cases j <;>
    simp [hxx, hyy, hxy, hyx, hz, axialShell] <;> ring

/-- For a regular `n`-gon of radius `b ≠ 0`, `n ≥ 3`, plus `±(0,0,c)`, `c ≠ 0`, the completeness
relation `∑ w v vᵀ = 1` holds exactly for the shell weights `2/(n b²)` and `1/(2c²)`. -/
theorem prism_complete_iff {n : ℕ} (hn : 3 ≤ n) {b c : ℝ} (hb : b ≠ 0) (hc : c ≠ 0)
    (φ w₁ w₂ : ℝ) :
    moment (shellWeights n w₁ w₂) (prismStar n b c φ) = 1 ↔
      w₁ = 2 / (n * b ^ 2) ∧ w₂ = 1 / (2 * c ^ 2) := by
  have hn0 : (n : ℝ) ≠ 0 := Nat.cast_ne_zero.mpr (by omega)
  rw [prism_moment hn, eq_div_iff (by positivity), eq_div_iff (by positivity)]
  constructor
  · intro h
    have h0 := congrFun (congrFun h 0) 0
    have h2 := congrFun (congrFun h 2) 2
    rw [Matrix.diagonal_apply_eq, Matrix.one_apply_eq] at h0 h2
    change n * b ^ 2 / 2 * w₁ = 1 at h0
    change 2 * c ^ 2 * w₂ = 1 at h2
    exact ⟨by linear_combination 2 * h0, by linear_combination h2⟩
  · rintro ⟨h1, h2⟩
    have e1 : n * b ^ 2 / 2 * w₁ = 1 := by linear_combination h1 / 2
    have e2 : 2 * c ^ 2 * w₂ = 1 := by linear_combination h2
    have e3 : (![1, 1, 1] : Fin 3 → ℝ) = fun _ => 1 := by
      ext i
      fin_cases i <;> rfl
    rw [e1, e2, e3]
    exact Matrix.diagonal_one

/-- For a regular hexagon of radius `b ≠ 0` plus `±(0,0,c)`, `c ≠ 0`, the completeness relation
holds exactly for the shell weights `1/(3b²)` and `1/(2c²)`. -/
theorem hexagonal_weights {b c : ℝ} (hb : b ≠ 0) (hc : c ≠ 0) (φ w₁ w₂ : ℝ) :
    moment (shellWeights 6 w₁ w₂) (prismStar 6 b c φ) = 1 ↔
      w₁ = 1 / (3 * b ^ 2) ∧ w₂ = 1 / (2 * c ^ 2) := by
  have h6 : 2 / (((6 : ℕ) : ℝ) * b ^ 2) = 1 / (3 * b ^ 2) := by
    rw [div_eq_div_iff (by positivity) (by positivity)]
    push_cast
    ring
  rw [prism_complete_iff (by norm_num) hb hc, h6]

/-- With only two opposite planar vectors along `x` plus `±(0,0,c)`, no choice of shell weights
satisfies the completeness relation. -/
theorem two_planar_vectors_incomplete (b c w₁ w₂ : ℝ) :
    moment (shellWeights 2 w₁ w₂) (prismStar 2 b c 0) ≠ 1 := by
  intro h
  -- no vector of the star has a `y` component
  have h1 := congrFun (congrFun h 1) 1
  simp [moment, shellWeights, prismStar, planarShell, axialShell, azimuth,
    Fintype.sum_sum_type, Fin.sum_univ_two] at h1

/-- On an affine function with slope `g`, the finite-difference gradient returns the moment
matrix applied to `g`. -/
theorem fdGradient_affine (w : ι → ℝ) (v : ι → Fin 3 → ℝ) (g : Fin 3 → ℝ) (e : ℝ)
    (k : Fin 3 → ℝ) : fdGradient w v (fun q => g ⬝ᵥ q + e) k = moment w v *ᵥ g := by
  ext i
  simp only [fdGradient, moment, Matrix.mulVec, dotProduct, Matrix.of_apply,
    Fin.sum_univ_three, Pi.add_apply, Finset.sum_mul]
  rw [← Finset.sum_add_distrib, ← Finset.sum_add_distrib]
  exact Finset.sum_congr rfl fun a _ => by ring

/-- The finite-difference gradient is exact on every affine function if and only if the star
satisfies the completeness relation. -/
theorem fdGradient_exact_iff (w : ι → ℝ) (v : ι → Fin 3 → ℝ) :
    (∀ (g : Fin 3 → ℝ) (e : ℝ) (k : Fin 3 → ℝ),
      fdGradient w v (fun q => g ⬝ᵥ q + e) k = g) ↔ moment w v = 1 := by
  constructor
  · intro h
    ext i j
    have hij := congrFun (h (Pi.single j 1) 0 0) i
    rw [fdGradient_affine] at hij
    simpa [Matrix.one_apply, Pi.single_apply] using hij
  · intro h g e k
    rw [fdGradient_affine, h, Matrix.one_mulVec]

/-- Let a star satisfy the completeness relation. When its vectors are scaled by `ε` and its
weights by `1/ε²`, the finite-difference gradient of a function differentiable at `k` tends to
the vector of partial derivatives at `k` as `ε → 0`, `ε ≠ 0`. -/
theorem fdGradient_tendsto {w : ι → ℝ} {v : ι → Fin 3 → ℝ} (h : moment w v = 1)
    {f : (Fin 3 → ℝ) → ℝ} {k : Fin 3 → ℝ} {L : (Fin 3 → ℝ) →L[ℝ] ℝ} (hf : HasFDerivAt f L k) :
    Tendsto (fun ε : ℝ => fdGradient (fun a => w a / ε ^ 2) (fun a => ε • v a) f k)
      (𝓝[≠] 0) (𝓝 fun i => L (Pi.single i 1)) := by
  obtain ⟨g, hg⟩ : ∃ g : Fin 3 → ℝ, g = fun i => L (Pi.single i 1) := ⟨_, rfl⟩
  have hL : ∀ u, L u = g ⬝ᵥ u := fun u => by
    have hu : u = u 0 • Pi.single 0 1 + u 1 • Pi.single 1 1 + u 2 • Pi.single 2 1 := by
      ext i
      fin_cases i <;> simp
    conv_lhs => rw [hu]
    simp only [map_add, map_smul, smul_eq_mul, hg, dotProduct, Fin.sum_univ_three]
    ring
  rw [← hg, tendsto_pi_nhds]
  intro i
  -- each difference quotient tends to a directional derivative
  have S := tendsto_finsetSum Finset.univ fun a _ =>
    ((hf.hasLineDerivAt (v a)).tendsto_slope_zero).const_mul (w a * v a i)
  -- completeness reassembles the gradient from the directional derivatives
  have hsum : ∑ a, w a * v a i * L (v a) = g i := by
    have hm := congrFun ((fdGradient_exact_iff w v).mpr h g 0 0) i
    rw [← hm]
    refine Finset.sum_congr rfl fun a _ => ?_
    simp only [hL, zero_add, dotProduct_zero, add_zero, sub_zero]
  rw [hsum] at S
  refine S.congr' ?_
  filter_upwards [self_mem_nhdsWithin] with t ht
  have ht0 : t ≠ 0 := ht
  refine Finset.sum_congr rfl fun a _ => ?_
  have hw : w a / t ^ 2 * (t * v a i) = w a * v a i * t⁻¹ := by field_simp
  simp only [Pi.smul_apply, smul_eq_mul]
  rw [hw]
  ring

end

end WannierShellWeights
```

```lean
#print axioms WannierShellWeights.hexagonal_weights
-- 'WannierShellWeights.hexagonal_weights' depends on axioms: [propext, Classical.choice, Quot.sound]
#print axioms WannierShellWeights.two_planar_vectors_incomplete
-- 'WannierShellWeights.two_planar_vectors_incomplete' depends on axioms: [propext, Classical.choice, Quot.sound]
#print axioms WannierShellWeights.fdGradient_tendsto
-- 'WannierShellWeights.fdGradient_tendsto' depends on axioms: [propext, Classical.choice, Quot.sound]
```

## How the Lean proof retraces the calculation

`double_angle_sums` is the geometric sum. Mathlib supplies the fact that ζ is a primitive n-th root of unity; from this, `hne` derives ζ² ≠ 1 by the divisibility argument. The step `key` rewrites the doubled phases as a geometric progression and sums it with `geom_sum_eq`. Taking real and imaginary parts gives the two trigonometric sums.

`prism_moment` assembles the diagonal matrix. Its steps `hxx`, `hyy` and `hxy` are the three planar sums, with the yy moment obtained by subtracting the xx moment from n b², as above. The step `split` separates the two shells, after which the nine matrix entries are checked one by one.

In `prism_complete_iff`, the forward direction reads off the entries (0,0) and (2,2) and solves for the weights. The reverse direction substitutes the weights and finds ones along the diagonal. `hexagonal_weights` then only has to simplify 2/(6b²). For two planar vectors, the proof assumes completeness and evaluates the entry (1,1), which would require 0 = 1.

`fdGradient_affine` is the identity G = M g, obtained by exchanging the sums over star vectors and components. To get completeness from exactness, `fdGradient_exact_iff` tests the coordinate functions f(q) = q_j, whose slopes are the unit vectors `Pi.single j 1`; each test yields one column of M. The converse is substitution of M = 1.

In `fdGradient_tendsto`, `hL` writes the derivative L as a dot product with the vector g of partial derivatives. The step `S` takes the limit of each difference quotient and adds the finitely many limits. Then `hsum` identifies the total with g_i by applying the affine exactness theorem to the linear function with slope g. The last lines verify that, for nonzero ε, the rescaled weights and vectors combine to the single factor 1/ε in those quotients.
